# The van der Waals critical point for V > b: V = 3b, kT = 8a/(27b), and falling pressure on every hotter isotherm

To find where the slope and the second derivative of a van der Waals isotherm vanish together, and above which temperature the slope never vanishes, the pressure is treated as a function of one real variable, the volume V per particle, with the thermal energy τ = kT held fixed:

P(V) = τ/(V−b) − a/V²

The constant a > 0 stands for the mean attraction between particles, and b > 0 for the volume each one excludes. Every statement about an isotherm is restricted to V > b, where the formula is smooth. Primes denote derivatives with respect to V at fixed τ.

## The critical point and the sign of the slope

For V > b, the conditions P′(V) = 0 and P″(V) = 0 hold together exactly when

V = 3b and τ = τc, where τc = 8a/(27b).

At that point P = a/(27b²) and PV/τ = 3/8. Moreover, P′(V) < 0 at every V > b if and only if τ > τc.

## Fitting a and b, then solving for the volume

A code that uses this two-parameter, single-component equation of state often starts from a fluid's critical temperature and pressure. With Pc = a/(27b²), inverting the two critical relations gives

b = τc/(8Pc), a = 27τc²/(64Pc).

The critical volume is then fixed at 3τc/(8Pc) and can't be fitted separately. To find the volume at a given pressure P and temperature, the code solves the cubic

PV³ − (Pb+τ)V² + aV − ab = 0.

Above τc the pressure strictly decreases with V, so at most one root lies in V > b, and no choice between a liquid and a vapour root arises.

The limiting case is τ = τc. The slope is then zero at V = 3b and negative at every other V > b. Newton's method applied directly to the pressure formula divides by this slope, so its step is undefined at the critical point itself. The cubic doesn't avoid this: at τ = τc and P = Pc its left side is Pc(V−3b)³, whose derivative also vanishes at V = 3b.

## Eliminating the temperature and factorising the slope

Differentiating twice gives

P′ = 2a/V³ − τ/(V−b)²

P″ = 2τ/(V−b)³ − 6a/V⁴.

The temperature cancels in the combination

(V−b)P″ + 2P′ = 4a/V³ − 6a(V−b)/V⁴ = 2a(3b−V)/V⁴.

If both derivatives vanish, then V = 3b. The slope condition becomes 2a/(27b³) = τ/(4b²), which gives τ = 8a/(27b). Conversely, these values make P′ zero, and the combination then makes P″ zero. The pressure there is

P = 4a/(27b²) − a/(9b²) = a/(27b²),

and multiplying by 3b/τc gives 3/8.

For the sign of the slope, write τ = (τ−τc) + τc. The part of −P′ left over at τc is

τc/(V−b)² − 2a/V³ = 2a[4V³ − 27b(V−b)²] / (27bV³(V−b)²),

and the bracket factorises:

4V³ − 27bV² + 54b²V − 27b³ = (V−3b)²(4V−3b).

Therefore

P′ = −[(τ−τc)/(V−b)² + 2a(V−3b)²(4V−3b)/(27bV³(V−b)²)].

Since V > b, the second term is nonnegative. If τ > τc, the first is positive and P′ < 0 everywhere. If τ ≤ τc, then at V = 3b only the first term survives and P′ ≥ 0 there.

Finally, set V = 3bv, τ = tτc and P = pPc, with v > 1/3. Substitution gives

p = 8t/(3v−1) − 3/v²,

or (p + 3/v²)(3v−1) = 8t, in which a and b no longer appear.

## The Lean file

```lean
import Mathlib

open Filter Topology

namespace VanDerWaalsCriticalPoint

noncomputable section

/-- The van der Waals pressure at thermal energy `τ = kT` and volume `V` per particle,
with attraction `a` and excluded volume `b`; its domain is `V ≠ 0`, `V ≠ b`. -/
def pressure (a b τ V : ℝ) : ℝ := τ / (V - b) - a / V ^ 2

/-- The critical thermal energy `kT = 8a/(27b)`, for `a, b > 0`. -/
def criticalKT (a b : ℝ) : ℝ := 8 * a / (27 * b)

/-- The slope of an isotherm at a volume above the excluded volume `b > 0`. -/
theorem deriv_pressure (a τ : ℝ) {b V : ℝ} (hb : 0 < b) (hV : b < V) :
    deriv (pressure a b τ) V = 2 * a / V ^ 3 - τ / (V - b) ^ 2 := by
  have h0 : V ≠ 0 := (hb.trans hV).ne'
  have hs : V - b ≠ 0 := (sub_pos.mpr hV).ne'
  have h1 : HasDerivAt (fun x : ℝ => x - b) 1 V := (hasDerivAt_id' V).sub_const b
  have h2 : HasDerivAt (fun x : ℝ => x ^ 2) (2 * V) V := by
    simpa using hasDerivAt_pow 2 V
  have h3 := ((hasDerivAt_const V τ).fun_div h1 hs).fun_sub
    ((hasDerivAt_const V a).fun_div h2 (pow_ne_zero 2 h0))
  refine HasDerivAt.deriv (HasDerivAt.congr_deriv h3 ?_)
  field_simp
  ring

/-- The second volume derivative of the pressure along an isotherm, at a volume above
the excluded volume `b > 0`. -/
theorem deriv_deriv_pressure (a τ : ℝ) {b V : ℝ} (hb : 0 < b) (hV : b < V) :
    deriv (deriv (pressure a b τ)) V = 2 * τ / (V - b) ^ 3 - 6 * a / V ^ 4 := by
  have h0 : V ≠ 0 := (hb.trans hV).ne'
  have hs : V - b ≠ 0 := (sub_pos.mpr hV).ne'
  -- the slope formula holds in a whole neighbourhood of `V`
  have he : deriv (pressure a b τ) =ᶠ[𝓝 V]
      fun x => 2 * a / x ^ 3 - τ / (x - b) ^ 2 := by
    filter_upwards [Ioi_mem_nhds hV] with x hx
    exact deriv_pressure a τ hb hx
  rw [he.deriv_eq]
  have h1 : HasDerivAt (fun x : ℝ => x - b) 1 V := (hasDerivAt_id' V).sub_const b
  have h2 : HasDerivAt (fun x : ℝ => (x - b) ^ 2) (2 * (V - b)) V := by
    simpa using h1.fun_pow 2
  have h3 : HasDerivAt (fun x : ℝ => x ^ 3) (3 * V ^ 2) V := by
    simpa using hasDerivAt_pow 3 V
  have h4 := ((hasDerivAt_const V (2 * a)).fun_div h3 (pow_ne_zero 3 h0)).fun_sub
    ((hasDerivAt_const V τ).fun_div h2 (pow_ne_zero 2 hs))
  refine HasDerivAt.deriv (HasDerivAt.congr_deriv h4 ?_)
  field_simp
  ring

/-- For `a, b > 0` and `V > b`, the first and second volume derivatives of the van der Waals
pressure both vanish exactly when `V = 3b` and `kT = 8a/(27b)`. -/
theorem critical_point_iff {a b τ V : ℝ} (ha : 0 < a) (hb : 0 < b) (hV : b < V) :
    (deriv (pressure a b τ) V = 0 ∧ deriv (deriv (pressure a b τ)) V = 0) ↔
      (V = 3 * b ∧ τ = criticalKT a b) := by
  have h0 : 0 < V := hb.trans hV
  have hs : V - b ≠ 0 := (sub_pos.mpr hV).ne'
  rw [deriv_pressure a τ hb hV, deriv_deriv_pressure a τ hb hV]
  constructor
  · rintro ⟨h1, h2⟩
    -- eliminate the temperature between the two conditions
    have e : 2 * a * (3 * b - V) / V ^ 4 =
        (V - b) * (2 * τ / (V - b) ^ 3 - 6 * a / V ^ 4)
          + 2 * (2 * a / V ^ 3 - τ / (V - b) ^ 2) := by
      field_simp
      ring
    rw [h1, h2, mul_zero, mul_zero, add_zero] at e
    have hnum := (div_eq_zero_iff.mp e).resolve_right (pow_ne_zero 4 h0.ne')
    have hV3 : V = 3 * b := by
      rcases mul_eq_zero.mp hnum with h | h <;> linarith
    refine ⟨hV3, ?_⟩
    -- the slope condition at `V = 3b` fixes the temperature
    rw [hV3, show 3 * b - b = 2 * b by ring] at h1
    have e2 : τ - criticalKT a b =
        -(2 * b) ^ 2 * (2 * a / (3 * b) ^ 3 - τ / (2 * b) ^ 2) := by
      unfold criticalKT
      field_simp
      ring
    rw [h1, mul_zero] at e2
    linarith
  · rintro ⟨h1, h2⟩
    rw [h1, h2, show 3 * b - b = 2 * b by ring]
    unfold criticalKT
    constructor <;> field_simp <;> ring

/-- For `a, b > 0`, the pressure at `V = 3b` and `kT = 8a/(27b)` is `a/(27b²)`, and the
compressibility factor `PV/(kT)` there is `3/8`. -/
theorem critical_compressibility {a b : ℝ} (ha : 0 < a) (hb : 0 < b) :
    pressure a b (criticalKT a b) (3 * b) = a / (27 * b ^ 2) ∧
      pressure a b (criticalKT a b) (3 * b) * (3 * b) / criticalKT a b = 3 / 8 := by
  have hP : pressure a b (criticalKT a b) (3 * b) = a / (27 * b ^ 2) := by
    unfold pressure criticalKT
    rw [show 3 * b - b = 2 * b by ring]
    field_simp
    ring
  refine ⟨hP, ?_⟩
  rw [hP]
  unfold criticalKT
  field_simp

/-- For `V > b > 0`, the slope of an isotherm splits into a part proportional to the distance
from the critical temperature and a part containing the factor `(V - 3b)²`. -/
theorem slope_decomposition (a τ : ℝ) {b V : ℝ} (hb : 0 < b) (hV : b < V) :
    deriv (pressure a b τ) V = -((τ - criticalKT a b) / (V - b) ^ 2
      + 2 * a * (V - 3 * b) ^ 2 * (4 * V - 3 * b) / (27 * b * V ^ 3 * (V - b) ^ 2)) := by
  have h0 : V ≠ 0 := (hb.trans hV).ne'
  have hs : V - b ≠ 0 := (sub_pos.mpr hV).ne'
  rw [deriv_pressure a τ hb hV]
  unfold criticalKT
  field_simp
  ring

/-- For `a, b > 0`, an isotherm has negative slope at every volume `V > b` exactly when
its temperature lies above the critical one. -/
theorem slope_neg_iff {a b τ : ℝ} (ha : 0 < a) (hb : 0 < b) :
    (∀ V, b < V → deriv (pressure a b τ) V < 0) ↔ criticalKT a b < τ := by
  constructor
  · intro h
    by_contra hτ
    have hle : τ ≤ criticalKT a b := not_lt.mp hτ
    -- at `V = 3b` only the temperature term survives
    have h3 : b < 3 * b := by linarith
    have hneg := h (3 * b) h3
    rw [slope_decomposition a τ hb h3, sub_self (3 * b), zero_pow two_ne_zero,
      mul_zero, zero_mul, zero_div, add_zero] at hneg
    have hnp : (τ - criticalKT a b) / (3 * b - b) ^ 2 ≤ 0 :=
      div_nonpos_of_nonpos_of_nonneg (by linarith) (sq_nonneg _)
    linarith
  · intro hτ V hV
    have h0 : 0 < V := hb.trans hV
    have hs : 0 < V - b := sub_pos.mpr hV
    rw [slope_decomposition a τ hb hV]
    have h1 : 0 < (τ - criticalKT a b) / (V - b) ^ 2 :=
      div_pos (by linarith) (pow_pos hs 2)
    have h2 : 0 ≤ 2 * a * (V - 3 * b) ^ 2 * (4 * V - 3 * b) /
        (27 * b * V ^ 3 * (V - b) ^ 2) :=
      div_nonneg (mul_nonneg (by positivity) (by linarith)) (by positivity)
    linarith

/-- For `a, b > 0` and a temperature above the critical one, the pressure strictly decreases
with volume on the whole range `V > b`. -/
theorem supercritical_strictAnti {a b τ : ℝ} (ha : 0 < a) (hb : 0 < b)
    (hτ : criticalKT a b < τ) : StrictAntiOn (pressure a b τ) (Set.Ioi b) := by
  have hneg := (slope_neg_iff ha hb).mpr hτ
  refine strictAntiOn_of_deriv_neg (convex_Ioi b) ?_ ?_
  · intro V hV
    -- a nonzero derivative implies differentiability, hence continuity
    exact (differentiableAt_of_deriv_ne_zero
      (hneg V hV).ne).continuousAt.continuousWithinAt
  · intro V hV
    rw [interior_Ioi] at hV
    exact hneg V hV

/-- Law of corresponding states: for `a, b > 0`, with pressure `p`, temperature `t` and volume
`v > 1/3` in units of their critical values, `(p + 3/v²)(3v - 1) = 8t`. -/
theorem corresponding_states {a b v : ℝ} (t : ℝ) (ha : 0 < a) (hb : 0 < b)
    (hv : 1 / 3 < v) :
    (pressure a b (t * criticalKT a b) (3 * b * v) / (a / (27 * b ^ 2)) + 3 / v ^ 2)
      * (3 * v - 1) = 8 * t := by
  have h1 : 3 * v - 1 ≠ 0 := by
    have : 0 < 3 * v - 1 := by linarith
    exact this.ne'
  have hc : a / (27 * b ^ 2) ≠ 0 := by positivity
  -- the critical pressure factors out of the equation of state
  have hP : pressure a b (t * criticalKT a b) (3 * b * v) =
      a / (27 * b ^ 2) * (8 * t / (3 * v - 1) - 3 / v ^ 2) := by
    unfold pressure criticalKT
    rw [show 3 * b * v - b = b * (3 * v - 1) by ring]
    generalize 3 * v - 1 = w
    ring
  rw [hP, mul_div_cancel_left₀ _ hc, sub_add_cancel, div_mul_cancel₀ _ h1]

end

end VanDerWaalsCriticalPoint
```

```lean
#print axioms VanDerWaalsCriticalPoint.critical_point_iff
#print axioms VanDerWaalsCriticalPoint.critical_compressibility
#print axioms VanDerWaalsCriticalPoint.supercritical_strictAnti
#print axioms VanDerWaalsCriticalPoint.corresponding_states
```

```
'VanDerWaalsCriticalPoint.critical_point_iff' depends on axioms: [propext, Classical.choice, Quot.sound]
'VanDerWaalsCriticalPoint.critical_compressibility' depends on axioms: [propext, Classical.choice, Quot.sound]
'VanDerWaalsCriticalPoint.supercritical_strictAnti' depends on axioms: [propext, Classical.choice, Quot.sound]
'VanDerWaalsCriticalPoint.corresponding_states' depends on axioms: [propext, Classical.choice, Quot.sound]
```

## How the Lean proofs carry out the elimination

`deriv_pressure` assembles the slope from the quotient rule, and `field_simp` with `ring` brings it to the form above. A second derivative depends on the slope at nearby volumes, so `deriv_deriv_pressure` first uses `filter_upwards` to establish the slope formula throughout a neighbourhood of `V`.

In `critical_point_iff`, the equation `e` is the combination that eliminates τ, and `e2` expresses τ − τc through the slope at 3b. The converse is direct substitution. `critical_compressibility` evaluates the pressure first and then the ratio.

`slope_decomposition` is the formula for P′ with the squared factor (V−3b)². `slope_neg_iff` uses it twice: by contradiction at `3 * b` in one direction, and as a positive term plus a nonnegative one in the other. `supercritical_strictAnti` passes from negative slope to decreasing pressure with `strictAntiOn_of_deriv_neg`, taking continuity from the nonzero derivative. In `corresponding_states`, the step `hP` factors out the critical pressure.

## Conventions, and the step to a real fluid

`pressure a b τ` is the isotherm as a function of volume, and `deriv` is its ordinary derivative. Mathlib's `deriv` returns 0 where a function isn't differentiable, but V > b > 0 rules out such points. `criticalKT a b` is an energy, kTc, and not a temperature; it is defined by its formula, and `critical_point_iff` shows that it deserves the name. Despite its name, `critical_compressibility` concerns the compressibility factor PV/(kT), not the isothermal compressibility. For molar volumes, read τ as RT, with a and b in molar units.

The theorems assume `a` and `b` positive where the sign matters, but never τ: the critical conditions force it to be positive. `supercritical_strictAnti` says that for τ > τc a larger volume above b always has a lower pressure. `corresponding_states` is the law of corresponding states for this one equation: fluids that obey it share the same reduced form, but the identity doesn't say that real substances do.

The step left to the user is the physical one, that a given fluid obeys this pressure formula with constant a and b. Below τc, the theorems show that the slope fails to be negative somewhere, but they don't determine coexistence pressures or the volumes of the two phases.
